# Half the trace of the inverse stiffness as the derivative of the classical harmonic free energy, in units of the thermal energy, in the strength of the on-site springs

For a real square matrix Φ with a finite index set, `hasDerivAt_freeEnergy` says that ½ log det(Φ + λI) has derivative ½ tr (Φ + λI)⁻¹ in λ at any point where the determinant is positive. When Φ + λI is symmetric and positive definite, the function is the classical harmonic free energy in units of the thermal energy, up to a constant independent of λ, and λ is the strength of a spring tying each particle to its site. The theorem itself assumes only the positive determinant, neither symmetry nor positive definiteness. The proof writes the determinant near the given point as a constant and a linear term plus a polynomial multiple of the squared displacement, differentiates this, and then applies the derivative of the logarithm.

An attempt in Lean 4 with a fault in it:

```lean
import Mathlib

open Matrix Filter Topology

namespace HasDerivAtFreeEnergy

noncomputable section

variable {n : Type*} [Fintype n] [DecidableEq n]

/-- The force matrix with a spring of strength `lam` tying each particle to its site. -/
def stiffness (Φ : Matrix n n ℝ) (lam : ℝ) : Matrix n n ℝ := Φ + lam • 1

/-- The harmonic free energy in units of the thermal energy, up to a constant independent of `lam`,
for a symmetric positive definite stiffness matrix. -/
def freeEnergy (Φ : Matrix n n ℝ) (lam : ℝ) : ℝ :=
  (1 / 2) * Real.log (stiffness Φ lam).det

/-- Where the stiffness matrix has positive determinant, the derivative of `freeEnergy` in the
spring strength is half the trace of the inverse stiffness. -/
theorem hasDerivAt_freeEnergy (Φ : Matrix n n ℝ) {lam : ℝ} (h : 0 < (stiffness Φ lam).det) :
    HasDerivAt (freeEnergy Φ) ((1 / 2) * trace (stiffness Φ lam)⁻¹) lam := by
  -- expand the determinant to first order around `lam`
  obtain ⟨q, hq⟩ : ∃ q : Polynomial ℝ, ∀ r : ℝ, det (1 + r • (stiffness Φ lam)⁻¹)
      = 1 + trace (stiffness Φ lam)⁻¹ * r + q.eval r * r ^ 2 :=
    ⟨_, fun r => det_one_add_smul r _⟩
  have hform : ∀ t, (stiffness Φ t).det = (stiffness Φ lam).det *
      (1 + trace (stiffness Φ lam)⁻¹ * (t - lam) + q.eval (t - lam) * (t - lam) ^ 2) := by
    intro t
    rw [← hq, ← det_mul, mul_add, mul_one, mul_smul_comm, mul_nonsing_inv _ h.ne'.isUnit]
    congr 1
    simp only [stiffness]
    module
  have hs : HasDerivAt (fun t : ℝ => t - lam) 1 lam := (hasDerivAt_id lam).sub_const lam
  have hq' : HasDerivAt (fun t => q.eval (t - lam)) (q.derivative.eval (lam - lam) * 1) lam :=
    (q.hasDerivAt (lam - lam)).comp lam hs
  have hd : HasDerivAt (fun t => (stiffness Φ t).det)
      ((stiffness Φ lam).det * trace (stiffness Φ lam)⁻¹) lam := by
    rw [funext hform]
    refine ((((hs.const_mul (trace (stiffness Φ lam)⁻¹)).const_add 1).fun_add
      (hq'.fun_mul (hs.fun_pow 2))).const_mul (stiffness Φ lam).det).congr_deriv ?_
    simp
  exact ((hd.log h.ne').const_mul (1 / 2)).congr_deriv (by rw [mul_div_cancel_left₀ _ h.ne'])

end

end HasDerivAtFreeEnergy
```

Lean reports:

```
Main.lean:36:40: error: Application type mismatch: The argument
  hs
has type
  HasDerivAt (fun t => t - lam) 1 lam
but is expected to have type
  HasDerivAt (HSub.hSub lam) ?m.373 lam
in the application
  HasDerivAt.comp lam (Polynomial.hasDerivAt q (lam - lam)) hs
```

Diagnosis. The error is in the chain rule for `q.eval (t - lam)`. `HasDerivAt.comp` wants the outer function's derivative at `h lam`, where `h` is the inner function, and here that derivative is given at `lam - lam`. Lean therefore had to find an `h` whose value at `lam` is `lam - lam`, and this doesn't determine `h`, since both `lam` could come from the variable or only one of them. Lean took the last `lam` as the argument and what stood before it as the function, which gave `HSub.hSub lam`, the map `t ↦ lam - t`. But `hs` is about `t ↦ t - lam`, and so it was refused.

The repair names the inner function with `(h := fun t : ℝ => t - lam)`. Its value at `lam` is `lam - lam`, as the outer derivative needs, and it is the function in `hs`, so both arguments fit. Calling `HasDerivAt.comp` by its full name instead of with a dot is only a change of notation.

Lean accepts the file once it reads:

```diff
@@ -34,5 +34,5 @@
   have hs : HasDerivAt (fun t : ℝ => t - lam) 1 lam := (hasDerivAt_id lam).sub_const lam
   have hq' : HasDerivAt (fun t => q.eval (t - lam)) (q.derivative.eval (lam - lam) * 1) lam :=
-    (q.hasDerivAt (lam - lam)).comp lam hs
+    HasDerivAt.comp (h := fun t : ℝ => t - lam) lam (q.hasDerivAt (lam - lam)) hs
   have hd : HasDerivAt (fun t => (stiffness Φ t).det)
       ((stiffness Φ lam).det * trace (stiffness Φ lam)⁻¹) lam := by
```
